# Two-level crossings of Stark levels are lifted by a rank-one core term with nonzero s amplitudes

In hydrogen, Stark levels from neighbouring manifolds can cross as the field grows. In an alkali atom the Rydberg electron also meets an ion core that is not a point charge, and the levels with $m=0$ repel. Does the core separate every pair of crossing levels, or can some pair stay degenerate?

## One coupling vector, one solution per energy

Fix the field and take finitely many parabolic states $e_i$ with hydrogenic energies $d_i$ and real s amplitudes $u_i$, meaning the amplitudes of their s waves near the core. Close to a small core the s waves of different Rydberg manifolds have nearly the same shape and differ by a factor. A core that acts only on the s wave, with strength $\delta$, is therefore modelled by products of these amplitudes:

$$H=\mathrm{diag}(d)-\delta\,uu^T .$$

Assume $\delta\neq0$, all $u_i\neq0$, and no three $d_i$ equal. Then every eigenspace of $H$ has dimension at most one. In components, $Hx=Ex$ reads

$$(d_i-E)\,x_i=\delta u_i\,(u\cdot x).$$

**$E$ differs from every $d_i$.** Then $x_i=\delta u_i(u\cdot x)/(d_i-E)$, so all solutions are multiples of one vector.

**$E=d_a$ for some $a$.** Row $a$ gives $0=\delta u_a(u\cdot x)$, hence $u\cdot x=0$. The other rows become $(d_i-E)x_i=0$, so $x$ lives on the states with energy $E$. If $a$ is the only one, $u_ax_a=0$ forces $x=0$. If $d_b=d_a$ as well, $u_ax_a+u_bx_b=0$ leaves only multiples of the dark state $u_be_a-u_ae_b$, or $(u_be_a-u_ae_b)/\sqrt{u_a^2+u_b^2}$ when normalised. The s waves of its two parts cancel at the core, so it stays at $d_a$; its partner moves away.

If $d_i=d_j=d_k$ for three different states, $u_je_i-u_ie_j$ and $u_ke_i-u_ie_k$ are independent solutions, so a degeneracy remains. This happens at zero field for $m=0$ manifolds with principal quantum number three or more.

For two states, $H$ has diagonal entries $d_0-\delta u_0^2$ and $d_1-\delta u_1^2$ and off-diagonal entry $-\delta u_0u_1$. The squared splitting is the squared trace minus four times the determinant:

$$(E_1-E_2)^2=\bigl(d_0-d_1-\delta(u_0^2-u_1^2)\bigr)^2+(2\delta u_0u_1)^2 .$$

So the gap is at least $|2\delta u_0u_1|$, with equality exactly when the first bracket vanishes.

## A pair with numbers

Take $u=(0.6,\,0.8)$ and $\delta=25$ in arbitrary energy units. At $d=(0,0)$,

$$H=\begin{pmatrix}-9&-12\\-12&-16\end{pmatrix},$$

with energies $0$ and $-25$; the dark state is $(0.8,-0.6)$. The gap is smallest at $d_0-d_1=25(0.36-0.64)=-7$. With $d=(-7,0)$ both diagonal entries are $-16$, the energies are $-4$ and $-28$, and the gap is $24$. The closest approach is thus displaced from the hydrogenic crossing.

## Dark states in a root search

A program can exploit the rank-one form by solving $1=\delta\sum_i u_i^2/(d_i-E)$ between neighbouring poles and also outside them, where one more root lies: below the lowest pole if $\delta>0$, above the highest if $\delta<0$. At an exact crossing two poles merge and the root between them disappears, so the dark level $E=d_a$ must be added separately.

## The Hamiltonian and its level spaces in Lean

The states are indexed by a finite type `n`.

```lean
import Mathlib

open Matrix

namespace CoreInducedAnticrossing

variable {n : Type*} [Fintype n] [DecidableEq n]
```

The matrix is $H$ as above. Its rank-one form, with a single s channel, is assumed and not derived from a core potential.

```lean
/-- The Stark Hamiltonian `diag(d) - δ u uᵀ`: hydrogenic levels `d` in a fixed field, coupled by
a core term of strength `δ` through the s amplitudes `u` of the parabolic states. -/
def starkHamiltonian (d u : n → ℝ) (δ : ℝ) : Matrix n n ℝ :=
  Matrix.diagonal d - δ • Matrix.vecMulVec u u
```

A level is an eigenspace in real vectors; its dimension is the degeneracy.

```lean
/-- The space of solutions of the stationary Schrödinger equation at energy `E`. -/
abbrev levelSpace (d u : n → ℝ) (δ E : ℝ) : Submodule ℝ (n → ℝ) :=
  Module.End.eigenspace (Matrix.toLin' (starkHamiltonian d u δ)) E
```

The next condition says that among any three indices with equal energy, two are the same index.

```lean
/-- No three different parabolic states share the same hydrogenic energy. -/
def NoTripleCrossing (d : n → ℝ) : Prop :=
  ∀ i j k, d i = d j → d j = d k → i = j ∨ j = k ∨ i = k
```

`Pi.single a` places a value at position `a`, so this is the unnormalised dark state.

```lean
/-- The combination `u_b |a⟩ - u_a |b⟩` of two parabolic states. -/
def darkState (u : n → ℝ) (a b : n) : n → ℝ :=
  Pi.single a (u b) - Pi.single b (u a)
```

## From components to minors

The first lemma expands the matrix product into the component equation.

```lean
/-- The Schrödinger equation in components: `(d_i - E) x_i = δ u_i (u · x)`. -/
theorem mem_levelSpace_iff (d u : n → ℝ) (δ E : ℝ) (x : n → ℝ) :
    x ∈ levelSpace d u δ E ↔ ∀ i, (d i - E) * x i = δ * u i * (u ⬝ᵥ x) := by
  have key : ∀ i, (starkHamiltonian d u δ *ᵥ x) i = d i * x i - δ * u i * (u ⬝ᵥ x) := by
    intro i
    have h1 : ∑ j, Matrix.diagonal d i j * x j = d i * x i := by
      simp [Matrix.diagonal_apply]
    have h2 : ∑ j, δ * (u i * u j) * x j = δ * u i * ∑ j, u j * x j := by
      rw [Finset.mul_sum]
      exact Finset.sum_congr rfl fun j _ => by ring
    simp only [starkHamiltonian, Matrix.mulVec, dotProduct, Matrix.sub_apply, Matrix.smul_apply,
      Matrix.vecMulVec_apply, smul_eq_mul, sub_mul, Finset.sum_sub_distrib]
    rw [h1, h2]
  rw [Module.End.mem_eigenspace_iff, Matrix.toLin'_apply, funext_iff]
  refine forall_congr' fun i => ?_
  rw [key i, Pi.smul_apply, smul_eq_mul]
  constructor <;> intro h <;> linarith
```

Dimension at most one is then turned into algebra: $x_iy_j=x_jy_i$ for all pairs of vectors in the space. Conversely, if some $v$ has $v_k\neq0$, the minors give $w=(w_k/v_k)\,v$ for every $w$; if there is no such $v$, the space is zero.

```lean
omit [DecidableEq n] in
/-- A space of real state vectors has dimension at most one exactly when all two-by-two minors
formed from any two of its vectors vanish. -/
theorem finrank_le_one_iff_minors (S : Submodule ℝ (n → ℝ)) :
    Module.finrank ℝ S ≤ 1 ↔ ∀ x ∈ S, ∀ y ∈ S, ∀ i j, x i * y j = x j * y i := by
  constructor
  · intro h x hx y hy i j
    obtain ⟨v, hv⟩ := finrank_le_one_iff.mp h
    obtain ⟨a, ha⟩ := hv ⟨x, hx⟩
    obtain ⟨b, hb⟩ := hv ⟨y, hy⟩
    have hx' : ∀ k, a * v.1 k = x k := fun k => congrFun (congrArg Subtype.val ha) k
    have hy' : ∀ k, b * v.1 k = y k := fun k => congrFun (congrArg Subtype.val hb) k
    rw [← hx' i, ← hx' j, ← hy' i, ← hy' j]
    ring
  · intro h
    by_cases h0 : ∃ v ∈ S, ∃ k, v k ≠ 0
    · obtain ⟨v, hv, k, hk⟩ := h0
      refine finrank_le_one (⟨v, hv⟩ : S) fun w =>
        ⟨w.1 k / v k, Subtype.ext (funext fun i => ?_)⟩
      change w.1 k / v k * v i = w.1 i
      rw [div_mul_eq_mul_div, div_eq_iff hk]
      exact h w.1 w.2 v hv k i
    · refine finrank_le_one (0 : S) fun w => ⟨0, Subtype.ext (funext fun i => ?_)⟩
      have hw : w.1 i = 0 := by
        by_contra hne
        exact h0 ⟨w.1, w.2, i, hne⟩
      change (0 : ℝ) * 0 = w.1 i
      rw [hw, mul_zero]
```

## The anticrossing theorem

The proof splits as by hand. For $E=d_a$, `dark` gives $u\cdot z=0$, `supp` confines $z$ to the states at energy $E$, and `two` is the remaining orthogonality relation. Away from the $d_i$, `linear_combination` multiplies the component equations for $x$ and $y$ crosswise, and the nonzero factors $(d_i-E)(d_j-E)$ cancel.

```lean
/-- **Core-induced anticrossing.** If the core term is nonzero, every parabolic state has some s
character and no three hydrogenic levels coincide, then no level of this model Hamiltonian is
degenerate. -/
theorem core_induced_anticrossing {d u : n → ℝ} {δ : ℝ} (hδ : δ ≠ 0) (hu : ∀ i, u i ≠ 0)
    (hd : NoTripleCrossing d) (E : ℝ) : Module.finrank ℝ (levelSpace d u δ E) ≤ 1 := by
  rw [finrank_le_one_iff_minors]
  intro x hx y hy i j
  rw [mem_levelSpace_iff] at hx hy
  by_cases hE : ∃ a, d a = E
  · -- at a hydrogenic energy every solution is orthogonal to `u`
    obtain ⟨a, ha⟩ := hE
    have dark : ∀ z : n → ℝ, (∀ i, (d i - E) * z i = δ * u i * (u ⬝ᵥ z)) → u ⬝ᵥ z = 0 := by
      intro z hz
      have h := hz a
      rw [ha, sub_self, zero_mul] at h
      exact (mul_eq_zero.mp h.symm).resolve_left (mul_ne_zero hδ (hu a))
    have supp : ∀ z : n → ℝ, (∀ i, (d i - E) * z i = δ * u i * (u ⬝ᵥ z)) →
        ∀ k, d k ≠ E → z k = 0 := by
      intro z hz k hk
      have h := hz k
      rw [dark z hz, mul_zero] at h
      exact (mul_eq_zero.mp h).resolve_left (sub_ne_zero.mpr hk)
    by_cases hij : i = j
    · rw [hij]
    by_cases hi : d i = E
    · by_cases hj : d j = E
      · -- only the two crossing states contribute to `u · z`
        have two : ∀ z : n → ℝ, (∀ i, (d i - E) * z i = δ * u i * (u ⬝ᵥ z)) →
            u i * z i + u j * z j = 0 := by
          intro z hz
          have hzero : ∀ k, k ≠ i ∧ k ≠ j → u k * z k = 0 := by
            intro k hk
            have hkE : d k ≠ E := by
              intro h
              rcases hd i j k (hi.trans hj.symm) (hj.trans h.symm) with h | h | h
              · exact hij h
              · exact hk.2 h.symm
              · exact hk.1 h.symm
            rw [supp z hz k hkE, mul_zero]
          have hsum : ∑ k, u k * z k = u i * z i + u j * z j :=
            Fintype.sum_eq_add i j hij hzero
          exact hsum.symm.trans (dark z hz)
        apply mul_left_cancel₀ (hu i)
        linear_combination y j * two x hx - x j * two y hy
      · rw [supp x hx j hj, supp y hy j hj]
        ring
    · rw [supp x hx i hi, supp y hy i hi]
      ring
  · -- away from the hydrogenic energies the solution is fixed by the number `u · x`
    have hne : ∀ k, d k - E ≠ 0 := fun k h => hE ⟨k, sub_eq_zero.mp h⟩
    apply mul_left_cancel₀ (mul_ne_zero (hne i) (hne j))
    linear_combination (d j - E) * y j * hx i + δ * u i * (u ⬝ᵥ x) * hy j
      - (d i - E) * y i * hx j - δ * u j * (u ⬝ᵥ x) * hy i
```

## Dark states at double and triple crossings

The dark state is a solution whenever $d_a=d_b$, whatever $u$ and $\delta$ are.

```lean
/-- If two hydrogenic levels `a` and `b` coincide, their dark state solves the Schrödinger
equation at the unshifted energy. -/
theorem darkState_mem {d : n → ℝ} (u : n → ℝ) (δ : ℝ) {a b : n} (hab : d a = d b) :
    darkState u a b ∈ levelSpace d u δ (d a) := by
  rw [mem_levelSpace_iff]
  intro i
  have h0 : u ⬝ᵥ darkState u a b = 0 := by
    rw [darkState, dotProduct_sub, dotProduct_single, dotProduct_single]
    ring
  rw [h0, mul_zero]
  by_cases hia : i = a
  · rw [hia, sub_self, zero_mul]
  by_cases hib : i = b
  · rw [hib, hab, sub_self, zero_mul]
  simp [darkState, hia, hib]
```

Under the hypotheses of the main theorem it spans the eigenspace, because the minors fix every other solution as a multiple of it.

```lean
/-- At a crossing of two different parabolic states, with nonzero core term, nonzero s amplitudes
and no triple crossing, the solutions at the crossing energy are the multiples of the dark
state. -/
theorem levelSpace_at_crossing {d u : n → ℝ} {δ : ℝ} (hδ : δ ≠ 0) (hu : ∀ i, u i ≠ 0)
    (hd : NoTripleCrossing d) {a b : n} (hne : a ≠ b) (hab : d a = d b) :
    levelSpace d u δ (d a) = Submodule.span ℝ {darkState u a b} := by
  have hv := darkState_mem u δ hab
  apply le_antisymm
  · intro x hx
    have hm := (finrank_le_one_iff_minors _).mp
      (core_induced_anticrossing hδ hu hd (d a)) x hx _ hv a
    have hva : darkState u a b a = u b := by simp [darkState, hne]
    refine Submodule.mem_span_singleton.mpr ⟨x a / u b, funext fun i => ?_⟩
    have h := hm i
    rw [hva] at h
    rw [Pi.smul_apply, smul_eq_mul, div_mul_eq_mul_div, div_eq_iff (hu b)]
    exact h
  · rw [Submodule.span_singleton_le_iff_mem]
    exact hv
```

For the converse, the two dark states of a triple crossing have the minor $u_i^2\neq0$ in positions $j,k$.

```lean
/-- For a nonzero core term and nonzero s amplitudes, the spectrum is free of degeneracy exactly
when no three hydrogenic levels coincide. -/
theorem nondegenerate_iff {d u : n → ℝ} {δ : ℝ} (hδ : δ ≠ 0) (hu : ∀ i, u i ≠ 0) :
    (∀ E, Module.finrank ℝ (levelSpace d u δ E) ≤ 1) ↔ NoTripleCrossing d := by
  refine ⟨fun h i j k hij hjk => ?_, fun hd => core_induced_anticrossing hδ hu hd⟩
  by_contra hcon
  simp only [not_or] at hcon
  obtain ⟨h1, h2, h3⟩ := hcon
  -- three coincident levels carry two independent dark states
  have hm := (finrank_le_one_iff_minors _).mp (h (d i)) _ (darkState_mem u δ hij)
    _ (darkState_mem u δ (hij.trans hjk)) j k
  simp [darkState, Ne.symm h1, h2, Ne.symm h2, Ne.symm h3, hu i] at hm
```

## The width for an isolated pair

Both theorems take two different eigenvalues as given. `sec` derives the secular equation; subtracting its two instances yields the trace relation `tr`, and the splitting follows.

```lean
/-- Two different energies of an isolated pair of Stark levels have the squared splitting
`(d₀ - d₁ - δ(u₀² - u₁²))² + (2δu₀u₁)²`. -/
theorem splitting_sq {d u : Fin 2 → ℝ} {δ E₁ E₂ : ℝ} (hne : E₁ ≠ E₂)
    (h₁ : Module.End.HasEigenvalue (Matrix.toLin' (starkHamiltonian d u δ)) E₁)
    (h₂ : Module.End.HasEigenvalue (Matrix.toLin' (starkHamiltonian d u δ)) E₂) :
    (E₁ - E₂) ^ 2 =
      (d 0 - d 1 - δ * (u 0 ^ 2 - u 1 ^ 2)) ^ 2 + (2 * δ * u 0 * u 1) ^ 2 := by
  -- the secular equation of the pair
  have sec : ∀ E, Module.End.HasEigenvalue (Matrix.toLin' (starkHamiltonian d u δ)) E →
      (d 0 - δ * u 0 ^ 2 - E) * (d 1 - δ * u 1 ^ 2 - E) - (δ * u 0 * u 1) ^ 2 = 0 := by
    intro E hE
    obtain ⟨x, hx, hx0⟩ := hE.exists_hasEigenvector
    have hc := (mem_levelSpace_iff d u δ E x).mp hx
    have e0 := hc 0
    have e1 := hc 1
    simp only [dotProduct, Fin.sum_univ_two] at e0 e1
    by_contra hs
    apply hx0
    have z0 : x 0 = 0 := by
      apply (mul_eq_zero.mp _).resolve_left hs
      linear_combination (d 1 - δ * u 1 ^ 2 - E) * e0 + δ * u 0 * u 1 * e1
    have z1 : x 1 = 0 := by
      apply (mul_eq_zero.mp _).resolve_left hs
      linear_combination (d 0 - δ * u 0 ^ 2 - E) * e1 + δ * u 0 * u 1 * e0
    funext i
    fin_cases i
    · exact z0
    · exact z1
  have s1 := sec E₁ h₁
  have s2 := sec E₂ h₂
  -- the two energies add up to the trace
  have tr : E₂ = d 0 - δ * u 0 ^ 2 + (d 1 - δ * u 1 ^ 2) - E₁ := by
    apply mul_left_cancel₀ (sub_ne_zero.mpr hne)
    linear_combination s1 - s2
  rw [tr]
  linear_combination 4 * s1
```

Dropping the first square gives the bound, and its vanishing gives the equality condition.

```lean
/-- Two different energies of an isolated pair are at least `|2δu₀u₁|` apart, and this width is
attained exactly when `d₀ - d₁ = δ(u₀² - u₁²)`. -/
theorem anticrossing_width {d u : Fin 2 → ℝ} {δ E₁ E₂ : ℝ} (hne : E₁ ≠ E₂)
    (h₁ : Module.End.HasEigenvalue (Matrix.toLin' (starkHamiltonian d u δ)) E₁)
    (h₂ : Module.End.HasEigenvalue (Matrix.toLin' (starkHamiltonian d u δ)) E₂) :
    |2 * δ * u 0 * u 1| ≤ |E₁ - E₂| ∧
      (|E₁ - E₂| = |2 * δ * u 0 * u 1| ↔ d 0 - d 1 = δ * (u 0 ^ 2 - u 1 ^ 2)) := by
  have h := splitting_sq hne h₁ h₂
  constructor
  · apply sq_le_sq.mp
    rw [h]
    exact le_add_of_nonneg_left (sq_nonneg _)
  · rw [← sq_eq_sq_iff_abs_eq_abs, h, add_eq_right, sq_eq_zero_iff, sub_eq_zero]

end CoreInducedAnticrossing
```

```lean
#print axioms CoreInducedAnticrossing.levelSpace_at_crossing
-- 'CoreInducedAnticrossing.levelSpace_at_crossing' depends on axioms: [propext, Classical.choice, Quot.sound]
#print axioms CoreInducedAnticrossing.nondegenerate_iff
-- 'CoreInducedAnticrossing.nondegenerate_iff' depends on axioms: [propext, Classical.choice, Quot.sound]
#print axioms CoreInducedAnticrossing.anticrossing_width
-- 'CoreInducedAnticrossing.anticrossing_width' depends on axioms: [propext, Classical.choice, Quot.sound]
```

Within this finite one-electron model with a single s channel and $\delta\neq0$, an $m=0$ Stark map has no true crossing at any field where at most two hydrogenic levels meet and every s amplitude is nonzero. An apparent crossing in a computed map of the model at such a field is then an artefact, for example of a field grid or an energy resolution too coarse for the gap.
